# Zero-Field Van Vleck Susceptibility of a Two-Level Model

An atom whose ground level has no magnetic moment can still be magnetised, because a field $B$ mixes an excited level into the ground level. How strong is this response when there is a single excited level, at energy $D>0$?

```lean
import Mathlib

open Matrix Filter Topology ComplexConjugate

namespace VanVleckTwoLevel

noncomputable section

/-- The Hamiltonian of a level at energy `0` and a level at energy `D` (excited if `D > 0`), coupled
by the field `B` through the matrix element `v`. -/
def hamiltonian (D : ℝ) (v : ℂ) (B : ℝ) : Matrix (Fin 2) (Fin 2) ℂ :=
  !![0, v * B; conj v * B, D]

/-- The real number `e` is an energy level at field `B`: the Hamiltonian has a nonzero
eigenvector with eigenvalue `e`. -/
def IsLevel (D : ℝ) (v : ℂ) (B e : ℝ) : Prop :=
  ∃ x : Fin 2 → ℂ, x ≠ 0 ∧ hamiltonian D v B *ᵥ x = (e : ℂ) • x

/-- The square root `√(D² + 4|v|²B²)`, which sets the separation of the two levels. -/
def levelGap (D : ℝ) (v : ℂ) (B : ℝ) : ℝ := √(D ^ 2 + 4 * ‖v‖ ^ 2 * B ^ 2)

/-- The closed expression `(D - √(D² + 4|v|²B²)) / 2` for the lower level. -/
def groundEnergy (D : ℝ) (v : ℂ) (B : ℝ) : ℝ := (D - levelGap D v B) / 2

/-- The moment `2|v|²B / √(D² + 4|v|²B²)` induced by the field, meaningful where
`D` and `v B` are not both zero. -/
def inducedMoment (D : ℝ) (v : ℂ) (B : ℝ) : ℝ := 2 * ‖v‖ ^ 2 * B / levelGap D v B

/-- The eigenvalue equation written out for the amplitudes of the two levels. -/
theorem eigenvector_iff (D : ℝ) (v : ℂ) (B e : ℝ) (x : Fin 2 → ℂ) :
    hamiltonian D v B *ᵥ x = (e : ℂ) • x ↔
      v * B * x 1 = e * x 0 ∧ conj v * B * x 0 + D * x 1 = e * x 1 := by
  simp [funext_iff, Fin.forall_fin_two, hamiltonian, dotProduct, Fin.sum_univ_two]

/-- The secular equation: `e` is a level exactly when `e (e - D) = |v|²B²`. -/
theorem isLevel_iff (D : ℝ) (v : ℂ) (B e : ℝ) :
    IsLevel D v B e ↔ e * (e - D) = ‖v‖ ^ 2 * B ^ 2 := by
  have hv : v * conj v = (‖v‖ : ℂ) ^ 2 := by
    rw [Complex.mul_conj, Complex.normSq_eq_norm_sq]
    exact Complex.ofReal_pow _ _
  constructor
  · rintro ⟨x, hx, h⟩
    obtain ⟨h0, h1⟩ := (eigenvector_iff D v B e x).1 h
    -- eliminating one amplitude leaves the secular polynomial times the other
    have k0 : ((e : ℂ) * (e - D) - ‖v‖ ^ 2 * B ^ 2) * x 0 = 0 := by
      linear_combination -((e : ℂ) - D) * h0 - v * B * h1 + (B : ℂ) ^ 2 * x 0 * hv
    have k1 : ((e : ℂ) * (e - D) - ‖v‖ ^ 2 * B ^ 2) * x 1 = 0 := by
      linear_combination -(e : ℂ) * h1 - conj v * B * h0 + (B : ℂ) ^ 2 * x 1 * hv
    by_contra hne
    have hz : (e : ℂ) * (e - D) - ‖v‖ ^ 2 * B ^ 2 ≠ 0 := by
      intro hz
      have hr : e * (e - D) - ‖v‖ ^ 2 * B ^ 2 = 0 := by exact_mod_cast hz
      exact hne (by linarith)
    apply hx
    funext i
    fin_cases i
    · exact (mul_eq_zero.mp k0).resolve_left hz
    · exact (mul_eq_zero.mp k1).resolve_left hz
  · intro h
    have hc : (e : ℂ) * (e - D) = ‖v‖ ^ 2 * B ^ 2 := by exact_mod_cast h
    by_cases hE : e = 0 ∧ v * (B : ℂ) = 0
    · -- without coupling the basis state at energy `0` is an eigenvector
      have hb : conj v * (B : ℂ) = 0 := by
        rcases mul_eq_zero.mp hE.2 with h' | h' <;> simp [h']
      refine ⟨![1, 0], fun hx => by simpa using congrFun hx 0,
        (eigenvector_iff D v B e _).2 ⟨?_, ?_⟩⟩
      · show v * B * (0 : ℂ) = e * 1
        rw [hE.1]
        simp
      · show conj v * B * (1 : ℂ) + D * 0 = e * 0
        rw [hb]
        simp
    · refine ⟨![v * B, e], fun hx => hE ⟨by simpa using congrFun hx 1,
        by simpa using congrFun hx 0⟩, (eigenvector_iff D v B e _).2 ⟨?_, ?_⟩⟩
      · show v * B * (e : ℂ) = e * (v * B)
        ring
      · show conj v * B * (v * B) + D * (e : ℂ) = e * e
        linear_combination (B : ℂ) ^ 2 * hv - hc

/-- The closed expression `groundEnergy` is the lowest energy level at every field. -/
theorem groundEnergy_isLeast (D : ℝ) (v : ℂ) (B : ℝ) :
    IsLeast {e | IsLevel D v B e} (groundEnergy D v B) := by
  constructor
  · show IsLevel D v B (groundEnergy D v B)
    rw [isLevel_iff]
    have hs : levelGap D v B ^ 2 = D ^ 2 + 4 * ‖v‖ ^ 2 * B ^ 2 :=
      Real.sq_sqrt (by positivity)
    unfold groundEnergy
    linear_combination hs / 4
  · intro e he
    have h := (isLevel_iff D v B e).1 he
    have hs : |D - 2 * e| ≤ levelGap D v B := Real.abs_le_sqrt (by nlinarith)
    have h' := le_abs_self (D - 2 * e)
    unfold groundEnergy
    linarith

/-- For `D > 0` the square root `levelGap` has slope `4|v|²B / levelGap` at every field. -/
theorem hasDerivAt_levelGap {D : ℝ} (hD : 0 < D) (v : ℂ) (B : ℝ) :
    HasDerivAt (levelGap D v) (4 * ‖v‖ ^ 2 * B / levelGap D v B) B := by
  have h1 : HasDerivAt (fun b : ℝ => D ^ 2 + 4 * ‖v‖ ^ 2 * b ^ 2) (8 * ‖v‖ ^ 2 * B) B := by
    refine (((hasDerivAt_pow 2 B).const_mul (4 * ‖v‖ ^ 2)).const_add (D ^ 2)).congr_deriv ?_
    rw [show (2 : ℕ) - 1 = 1 from rfl]
    push_cast
    ring
  have hpos : D ^ 2 + 4 * ‖v‖ ^ 2 * B ^ 2 ≠ 0 := by positivity
  refine (h1.sqrt hpos).congr_deriv ?_
  unfold levelGap
  ring

/-- For `D > 0` the induced moment is minus the slope of the ground energy at every field. -/
theorem hasDerivAt_groundEnergy {D : ℝ} (hD : 0 < D) (v : ℂ) (B : ℝ) :
    HasDerivAt (groundEnergy D v) (-inducedMoment D v B) B := by
  refine (((hasDerivAt_levelGap hD v B).const_sub D).div_const 2).congr_deriv ?_
  unfold inducedMoment
  ring

/-- Van Vleck susceptibility: for `D > 0`, if `E B` is the lowest level at each field `B`, then
`E` is differentiable, `E'(0) = 0` and `-E''(0) = 2|v|²/D`. -/
theorem van_vleck_susceptibility {D : ℝ} (hD : 0 < D) (v : ℂ) (E : ℝ → ℝ)
    (hE : ∀ B, IsLeast {e | IsLevel D v B e} (E B)) :
    Differentiable ℝ E ∧ HasDerivAt E 0 0 ∧
      HasDerivAt (fun B => -deriv E B) (2 * ‖v‖ ^ 2 / D) 0 := by
  have hEq : E = groundEnergy D v :=
    funext fun B => (hE B).unique (groundEnergy_isLeast D v B)
  rw [hEq]
  have h := hasDerivAt_groundEnergy hD v
  refine ⟨fun B => (h B).differentiableAt, (h 0).congr_deriv (by simp [inducedMoment]), ?_⟩
  -- minus the slope is the induced moment, which is differentiated once more
  have hd : (fun B => -deriv (groundEnergy D v) B) = inducedMoment D v :=
    funext fun B => by rw [(h B).deriv, neg_neg]
  rw [hd]
  have hg : levelGap D v 0 = D := by simp [levelGap, Real.sqrt_sq hD.le]
  have hne : levelGap D v 0 ≠ 0 := by rw [hg]; exact hD.ne'
  refine (((hasDerivAt_id' (0 : ℝ)).const_mul (2 * ‖v‖ ^ 2)).fun_div
    (hasDerivAt_levelGap hD v 0) hne).congr_deriv ?_
  simp only [hg, mul_zero, zero_mul, sub_zero, mul_one]
  field_simp

/-- For `D > 0` the quadratic law `-|v|²B²/D` lies below the ground energy by at most
`|v|⁴B⁴/D³`. -/
theorem quadratic_law_error {D : ℝ} (hD : 0 < D) (v : ℂ) (B : ℝ) :
    0 ≤ groundEnergy D v B + ‖v‖ ^ 2 * B ^ 2 / D ∧
      groundEnergy D v B + ‖v‖ ^ 2 * B ^ 2 / D ≤ (‖v‖ ^ 2 * B ^ 2) ^ 2 / D ^ 3 := by
  have h := (isLevel_iff D v B _).1 (groundEnergy_isLeast D v B).1
  have hneg : groundEnergy D v B ≤ 0 := by
    have h1 : |D| ≤ levelGap D v B :=
      Real.abs_le_sqrt (le_add_of_nonneg_right (by positivity))
    have h2 := le_abs_self D
    unfold groundEnergy
    linarith
  -- by the secular equation the error is exactly E² / D
  have hid : groundEnergy D v B + ‖v‖ ^ 2 * B ^ 2 / D = groundEnergy D v B ^ 2 / D := by
    rw [eq_div_iff hD.ne', add_mul, div_mul_cancel₀ _ hD.ne']
    linear_combination -h
  have h0 : 0 ≤ groundEnergy D v B ^ 2 / D := by positivity
  have hsq : groundEnergy D v B ^ 2 ≤ (‖v‖ ^ 2 * B ^ 2 / D) ^ 2 := by
    have h1 : 0 ≤ groundEnergy D v B + ‖v‖ ^ 2 * B ^ 2 / D := by rw [hid]; exact h0
    have h2 : 0 ≤ ‖v‖ ^ 2 * B ^ 2 / D - groundEnergy D v B := by linarith
    nlinarith [mul_nonneg h1 h2]
  rw [hid]
  refine ⟨h0, (div_le_div_of_nonneg_right hsq hD.le).trans (le_of_eq ?_)⟩
  ring

/-- As `B → +∞` the induced moment tends to `|v|`. -/
theorem inducedMoment_saturates (D : ℝ) (v : ℂ) :
    Tendsto (inducedMoment D v) atTop (𝓝 ‖v‖) := by
  by_cases hv : v = 0
  · have h0 : inducedMoment D v = fun _ => 0 := by
      funext B
      simp [inducedMoment, hv]
    rw [h0, hv, norm_zero]
    exact tendsto_const_nhds
  · have hn : 0 < ‖v‖ := norm_pos_iff.2 hv
    have hlim : √(D ^ 2 * 0 ^ 2 + 4 * ‖v‖ ^ 2) = 2 * ‖v‖ := by
      rw [show D ^ 2 * 0 ^ 2 + 4 * ‖v‖ ^ 2 = (2 * ‖v‖) ^ 2 by ring,
        Real.sqrt_sq (by positivity)]
    have hs : Tendsto (fun B : ℝ => √(D ^ 2 * B⁻¹ ^ 2 + 4 * ‖v‖ ^ 2)) atTop
        (𝓝 (2 * ‖v‖)) := by
      rw [← hlim]
      exact (Real.continuous_sqrt.tendsto _).comp
        (((tendsto_inv_atTop_zero.pow 2).const_mul _).add_const _)
    have ht := (tendsto_const_nhds (x := 2 * ‖v‖ ^ 2)).div hs (by positivity)
    rw [show 2 * ‖v‖ ^ 2 / (2 * ‖v‖) = ‖v‖ by field_simp] at ht
    refine ht.congr' ?_
    filter_upwards [eventually_gt_atTop (0 : ℝ)] with B hB
    -- take the factor B out of the square root
    have hg : levelGap D v B = B * √(D ^ 2 * B⁻¹ ^ 2 + 4 * ‖v‖ ^ 2) := by
      have he : D ^ 2 + 4 * ‖v‖ ^ 2 * B ^ 2 =
          B ^ 2 * (D ^ 2 * B⁻¹ ^ 2 + 4 * ‖v‖ ^ 2) := by
        have hB1 : B * B⁻¹ = 1 := mul_inv_cancel₀ hB.ne'
        linear_combination -D ^ 2 * (B * B⁻¹ + 1) * hB1
      unfold levelGap
      rw [he, Real.sqrt_mul (sq_nonneg B), Real.sqrt_sq hB.le]
    show 2 * ‖v‖ ^ 2 / √(D ^ 2 * B⁻¹ ^ 2 + 4 * ‖v‖ ^ 2) = 2 * ‖v‖ ^ 2 * B / levelGap D v B
    rw [hg, mul_comm (2 * ‖v‖ ^ 2) B, mul_div_mul_left _ _ hB.ne']

/-- For degenerate levels, `D = 0`, with `v ≠ 0` the ground energy is `-|v||B|`, which is not
differentiable at zero field. -/
theorem degenerate_levels {v : ℂ} (hv : v ≠ 0) :
    (∀ B, groundEnergy 0 v B = -(‖v‖ * |B|)) ∧
      ¬ DifferentiableAt ℝ (groundEnergy 0 v) 0 := by
  have hf : ∀ B, groundEnergy 0 v B = -(‖v‖ * |B|) := by
    intro B
    unfold groundEnergy levelGap
    rw [show (0 : ℝ) ^ 2 + 4 * ‖v‖ ^ 2 * B ^ 2 = (2 * ‖v‖ * B) ^ 2 by ring,
      Real.sqrt_sq_eq_abs, abs_mul, abs_of_nonneg (by positivity : 0 ≤ 2 * ‖v‖)]
    ring
  refine ⟨hf, fun h => ?_⟩
  -- otherwise the absolute value would be differentiable at zero
  have h' := h.const_mul (-‖v‖⁻¹)
  have he : (fun B => -‖v‖⁻¹ * groundEnergy 0 v B) = (fun B : ℝ => |B|) := by
    funext B
    rw [hf, neg_mul_neg, inv_mul_cancel_left₀ (norm_ne_zero_iff.2 hv)]
  rw [he] at h'
  exact not_differentiableAt_abs_zero h'

end

end VanVleckTwoLevel
```

```lean
#print axioms VanVleckTwoLevel.van_vleck_susceptibility
#print axioms VanVleckTwoLevel.quadratic_law_error
#print axioms VanVleckTwoLevel.inducedMoment_saturates
#print axioms VanVleckTwoLevel.degenerate_levels
```

```
'VanVleckTwoLevel.van_vleck_susceptibility' depends on axioms: [propext, Classical.choice, Quot.sound]
'VanVleckTwoLevel.quadratic_law_error' depends on axioms: [propext, Classical.choice, Quot.sound]
'VanVleckTwoLevel.inducedMoment_saturates' depends on axioms: [propext, Classical.choice, Quot.sound]
'VanVleckTwoLevel.degenerate_levels' depends on axioms: [propext, Classical.choice, Quot.sound]
```

## The lowest level as a function of field

The Hamiltonian, `hamiltonian D v B`, is

$$H(B)=\begin{pmatrix}0 & vB\\ \bar v B & D\end{pmatrix}.$$

The complex number $v$ is, up to sign, the matrix element of the magnetic moment along the field between the two states. The zero-field ground energy is set to 0. Neither diagonal entry depends on $B$, so neither state has a moment of its own.

`IsLevel D v B e` says that the real number $e$ is an eigenvalue of $H(B)$ with a nonzero eigenvector. The theorem `van_vleck_susceptibility` takes any function `E` whose value at each field is the least such number. It concludes that $E$ is differentiable everywhere, that $E'(0)=0$, and that $-E''(0)=2|v|^2/D$. In Lean, `‖v‖` is $|v|$, and `HasDerivAt E 0 0` gives first the slope and then the point. The quantity $-E''(0)$ appears as the derivative at 0 of `fun B => -deriv E B`, the induced moment.

The susceptibility here is that of one system in its ground state, without volume or unit factors. The model has no diamagnetic term, no thermal population and no sum over further excited states.

## From the secular equation to the induced moment

For amplitudes $x_0,x_1$ the eigenvalue equation reads (`eigenvector_iff`)

$$vBx_1=ex_0,\qquad \bar vBx_0+Dx_1=ex_1.$$

Multiplying the first equation by $e-D$ and inserting the second gives $e(e-D)x_0=|v|^2B^2x_0$. Multiplying the second by $e$ and inserting the first gives the same relation for $x_1$. One amplitude is nonzero, so

$$e(e-D)=|v|^2B^2.$$

Conversely, if $e$ solves this equation, $(vB,e)$ is an eigenvector, normalised by dividing by $\sqrt{|v|^2B^2+e^2}$. If both entries vanish, $(1,0)$ serves instead. This is `isLevel_iff`, where `linear_combination` carries out the eliminations.

Put $g(B)=\sqrt{D^2+4|v|^2B^2}$, called `levelGap`. The secular equation gives $(D-2e)^2=g^2$, hence $D-2e\le g$ and $e\ge(D-g)/2$. This bound is itself a root, so `groundEnergy_isLeast` identifies it as the lowest level.

For $D>0$ the radicand is positive, and the chain rule gives $g'=4|v|^2B/g$. Therefore

$$E'(B)=-\frac{2|v|^2B}{g(B)}=-m(B),$$

where $m$ is `inducedMoment`. It vanishes at $B=0$. The quotient rule there, with $g(0)=D$, gives

$$m'(0)=\frac{2|v|^2\,g(0)-0\cdot g'(0)}{g(0)^2}=\frac{2|v|^2}{D}.$$

The link between the arbitrary `E` and this formula is `IsLeast.unique`. Two least elements of the same set are each at most the other, so they are equal. Applied at every $B$ and combined by `funext`, this gives `E = groundEnergy D v` as functions. Agreement at $B=0$ alone would say nothing about derivatives.

## Weak fields, strong fields and degenerate levels

The secular equation also gives $E+|v|^2B^2/D=E^2/D\ge0$. Since $-|v|^2B^2/D\le E\le0$, the right-hand side is at most $|v|^4B^4/D^3$. This is `quadratic_law_error`, which bounds the error of second-order perturbation theory. It follows that in this two-level model a finite-field estimate $-2E(B)/B^2$, with $B\ne0$, falls below the true susceptibility by at most $2|v|^4B^2/D^3$.

For $B>0$ and $v\ne0$,

$$m(B)=\frac{2|v|^2}{\sqrt{D^2/B^2+4|v|^2}}\longrightarrow|v|\qquad(B\to\infty).$$

For $v=0$ the moment is zero throughout, so `inducedMoment_saturates` holds there too.

If $D=0$ and $v\ne0$, the lowest level is $E=-|v||B|$, which has a corner at zero field. If it were differentiable there, so would be $|B|=-E/|v|$. By `degenerate_levels`, then, the condition $D>0$ cannot be relaxed to $D\ge0$. Physically, the field now selects a combination of the two degenerate states that carries a moment of size $|v|$, however weak the field.
